# An xc potential that is a C¹ function of the density exerts no net force on a compactly supported C¹ density

In a real-time TDDFT run, the dipole acceleration is often computed from the density and the gradient of the external potential alone. This leaves out the Hartree force, which integrates to zero because the electrons repel each other with equal and opposite forces, and the exchange-correlation (xc) force. Leaving out the xc force is legitimate only if it integrates to zero as well. In the adiabatic local density approximation it does so at every instant, provided that the density $n$ is continuously differentiable (C¹) with compact support and the potential is $v(x)=h(n(x))$ with $h$ also C¹. The zero-force theorem is a condition on the exact xc potential; the result here is that this local form meets it.

## Force density and pressure

```lean
import Mathlib

open MeasureTheory

namespace LocalDensityZeroForce

noncomputable section

variable {E : Type*} [NormedAddCommGroup E] [NormedSpace ℝ E]
```

Space is `E`, a real normed vector space. The line and $\mathbb{R}^d$ are the cases of interest.

```lean
/-- The force density along the direction `w` exerted on the density `n` by the local
exchange-correlation potential `v(x) = h(n(x))`, that is, minus `n` times the derivative of `v`
along `w`. -/
def xcForceDensity (h : ℝ → ℝ) (n : E → ℝ) (w x : E) : ℝ :=
  -(n x * fderiv ℝ (fun y => h (n y)) x w)
```

For a direction $w$, this defines the force density
$$F_w(x)=-n(x)\,\partial_w v(x),\qquad v(x)=h(n(x)).$$
The expression `fderiv ℝ (fun y => h (n y)) x w` is the derivative of $v$ at $x$, applied to $w$. Time does not appear: an adiabatic potential depends only on the present density, so $n$ is the density at one instant.

```lean
/-- The exchange-correlation pressure at density `s`: the integral of `t h'(t)` from `0` to `s`. -/
def xcPressure (h : ℝ → ℝ) (s : ℝ) : ℝ := ∫ t in (0 : ℝ)..s, t * deriv h t
```

The xc pressure is $P(s)=\int_0^s t\,h'(t)\,dt$, where `deriv h t` is $h'(t)$.

```lean
/-- The pressure changes with the density at the rate `s h'(s)`. -/
theorem xcPressure_hasDerivAt {h : ℝ → ℝ} (hh : ContDiff ℝ 1 h) (s : ℝ) :
    HasDerivAt (xcPressure h) (s * deriv h s) s := by
  have hc : Continuous (fun t : ℝ => t * deriv h t) :=
    continuous_id.mul (hh.continuous_deriv (by simp))
  exact (hc.integral_hasStrictDerivAt 0 s).hasDerivAt
```

In a Lean theorem, the hypotheses stand before the first colon that is outside all brackets, the claim between that colon and `:=`, and the proof after `:=`. Here `ContDiff ℝ 1 h` says that $h$ is C¹, and `HasDerivAt` says that $P'(s)=s\,h'(s)$. By hand this is the fundamental theorem of calculus, which applies because the integrand $t\,h'(t)$ is continuous; this is `hc`.

Every theorem here assumes that $h$ is C¹, and every theorem about a density $n$ assumes that $n$ is C¹ too, even where the comment above it does not say so. The hypothesis on $h$ is a real restriction. LDA exchange in three dimensions has $h(s)\propto -s^{1/3}$, whose slope diverges at $s=0$, so it is covered only after smoothing near zero density. The hypothesis on $n$ excludes the cusp that an all-electron density has at a point nucleus.

```lean
/-- The pressure is density times potential minus the energy density, the latter being the
integral of the potential `h` from zero density. -/
theorem xcPressure_eq {h : ℝ → ℝ} (hh : ContDiff ℝ 1 h) (s : ℝ) :
    xcPressure h s = s * h s - ∫ t in (0 : ℝ)..s, h t := by
  have key := intervalIntegral.integral_mul_deriv_eq_deriv_mul
    (a := 0) (b := s) (u := fun t : ℝ => t) (u' := fun _ => 1) (v := h) (v' := deriv h)
    (fun t _ => hasDerivAt_id' t)
    (fun t _ => (hh.differentiable (by simp) t).hasDerivAt)
    (continuous_const.intervalIntegrable _ _)
    ((hh.continuous_deriv (by simp)).intervalIntegrable _ _)
  simpa [xcPressure] using key
```

Integration by parts gives
$$P(s)=\big[t\,h(t)\big]_0^s-\int_0^s h(t)\,dt=s\,h(s)-e(s),\qquad e(s)=\int_0^s h(t)\,dt.$$
Since $e'=h$, $e$ is the xc energy per volume, and $P$ is density times potential minus energy density, as in thermodynamics. In the proof, `key` is the integration by parts with factors $t$ and $h$.

## The force density is a gradient

```lean
/-- The force density of a local potential is minus the gradient of the pressure. -/
theorem xcForceDensity_eq {h : ℝ → ℝ} {n : E → ℝ} (hh : ContDiff ℝ 1 h)
    (hn : ContDiff ℝ 1 n) (w x : E) :
    xcForceDensity h n w x = -fderiv ℝ (fun y => xcPressure h (n y)) x w := by
  have hnx := (hn.differentiable (by simp) x).hasFDerivAt
  -- chain rule for the potential and for the pressure
  have e1 : fderiv ℝ (fun y => h (n y)) x = deriv h (n x) • fderiv ℝ n x :=
    ((hh.differentiable (by simp) (n x)).hasDerivAt.comp_hasFDerivAt x hnx).fderiv
  have e2 : fderiv ℝ (fun y => xcPressure h (n y)) x
      = (n x * deriv h (n x)) • fderiv ℝ n x :=
    ((xcPressure_hasDerivAt hh (n x)).comp_hasFDerivAt x hnx).fderiv
  unfold xcForceDensity
  rw [e1, e2]
  change -(n x * (deriv h (n x) * fderiv ℝ n x w))
    = -(n x * deriv h (n x) * fderiv ℝ n x w)
  ring
```

The claim is $F_w(x)=-\partial_w[P(n(x))]$. The chain rule gives two derivatives:
$$\partial_w v=h'(n)\,\partial_w n,\qquad \partial_w[P(n)]=n\,h'(n)\,\partial_w n.$$
Multiplying the first by $-n$ gives minus the second. In Lean these are `e1` and `e2`; `rw` substitutes them, and `ring` does the remaining algebra.

```lean
/-- For a compactly supported density the pressure is a continuously differentiable,
compactly supported function of position. -/
theorem pressure_regular {h : ℝ → ℝ} {n : E → ℝ} (hh : ContDiff ℝ 1 h)
    (hn : ContDiff ℝ 1 n) (hc : HasCompactSupport n) :
    ContDiff ℝ 1 (fun x => xcPressure h (n x)) ∧
      HasCompactSupport (fun x => xcPressure h (n x)) := by
  have hP : ContDiff ℝ 1 (xcPressure h) := by
    rw [contDiff_one_iff_deriv]
    refine ⟨fun s => (xcPressure_hasDerivAt hh s).differentiableAt, ?_⟩
    have e : deriv (xcPressure h) = fun s => s * deriv h s :=
      funext fun s => (xcPressure_hasDerivAt hh s).deriv
    rw [e]
    exact continuous_id.mul (hh.continuous_deriv (by simp))
  have h0 : xcPressure h 0 = 0 := by simp [xcPressure]
  exact ⟨hP.comp hn, hc.comp_left h0⟩
```

The function $P(n(x))$ is C¹ and has compact support. It is C¹ because $P'(s)=s\,h'(s)$ is continuous and $n$ is C¹. It has compact support because $P(0)=0$ (`h0`), so the pressure vanishes wherever the density does. Compact support is an idealisation of a bound system, whose true density has decaying tails. No sign condition on $n$ is needed.

## Integrating against a weight

```lean
variable [MeasurableSpace E] [BorelSpace E]

/-- For a compactly supported density, the force density times any continuous weight is integrable.
-/
theorem integrable_weighted_force (μ : Measure E) [μ.IsAddHaarMeasure] {h : ℝ → ℝ}
    {n f : E → ℝ} (hh : ContDiff ℝ 1 h) (hn : ContDiff ℝ 1 n) (hc : HasCompactSupport n)
    (hf : Continuous f) (w : E) :
    Integrable (fun x => f x * xcForceDensity h n w x) μ := by
  obtain ⟨hp, hpc⟩ := pressure_regular hh hn hc
  have hd : Continuous (fun x => fderiv ℝ (fun y => xcPressure h (n y)) x w) :=
    (hp.continuous_fderiv (by simp)).clm_apply continuous_const
  have hi : Integrable (fun x => f x * fderiv ℝ (fun y => xcPressure h (n y)) x w) μ :=
    (hf.mul hd).integrable_of_hasCompactSupport (hpc.fderiv_apply ℝ w).mul_left
  simp only [xcForceDensity_eq hh hn, mul_neg]
  exact hi.neg
```

The measure `μ` is a Haar measure, that is, a translation-invariant volume such as Lebesgue measure. For any continuous weight $f$, the product $f F_w$ is integrable, since it is continuous with compact support. This matters because Lean assigns the value zero to the integral of a non-integrable function; with $f=1$, the lemma ensures that the vanishing force below is a genuine integral.

```lean
variable [FiniteDimensional ℝ E]

/-- For a compactly supported density, the force density along `w` integrated against a C¹ weight
`f` equals the pressure integrated against the derivative of `f` along `w`. -/
theorem integral_weighted_force (μ : Measure E) [μ.IsAddHaarMeasure] {h : ℝ → ℝ}
    {n f : E → ℝ} (hh : ContDiff ℝ 1 h) (hn : ContDiff ℝ 1 n) (hc : HasCompactSupport n)
    (hf : ContDiff ℝ 1 f) (w : E) :
    ∫ x, f x * xcForceDensity h n w x ∂μ
      = ∫ x, fderiv ℝ f x w * xcPressure h (n x) ∂μ := by
  obtain ⟨hp, hpc⟩ := pressure_regular hh hn hc
  have hd : Continuous (fun x => fderiv ℝ f x w) :=
    (hf.continuous_fderiv (by simp)).clm_apply continuous_const
  have hpd : Continuous (fun x => fderiv ℝ (fun y => xcPressure h (n y)) x w) :=
    (hp.continuous_fderiv (by simp)).clm_apply continuous_const
  have hi : Integrable (fun x => f x * fderiv ℝ (fun y => xcPressure h (n y)) x w) μ :=
    (hf.continuous.mul hpd).integrable_of_hasCompactSupport (hpc.fderiv_apply ℝ w).mul_left
  -- integration by parts; the pressure vanishes far away
  have key := integral_mul_fderiv_eq_neg_fderiv_mul_of_integrable
    ((hd.mul hp.continuous).integrable_of_hasCompactSupport hpc.mul_left) hi
    ((hf.continuous.mul hp.continuous).integrable_of_hasCompactSupport hpc.mul_left)
    (fun x _ => hf.differentiable (by simp) x) (fun x _ => hp.differentiable (by simp) x)
  simp only [xcForceDensity_eq hh hn, mul_neg, integral_neg]
  rw [key, neg_neg]
```

From here on, space is finite-dimensional. For a C¹ weight $f$,
$$\int f F_w=-\int f\,\partial_w[P(n)]=\int(\partial_w f)\,P(n).$$
The first step is the gradient form of the force. The second is integration by parts, with no boundary term because $P(n)$ vanishes far away. Lean's rule, used in `key`, asks for the integrability of $(\partial_w f)P(n)$, $f\,\partial_w[P(n)]$ and $f P(n)$, and all three are continuous with compact support.

## Zero force

```lean
/-- Zero-force theorem for the adiabatic local density approximation with a C¹ function `h`: the
total force of the local potential on a C¹, compactly supported density vanishes in every direction.
-/
theorem zero_force (μ : Measure E) [μ.IsAddHaarMeasure] {h : ℝ → ℝ} {n : E → ℝ}
    (hh : ContDiff ℝ 1 h) (hn : ContDiff ℝ 1 n) (hc : HasCompactSupport n) (w : E) :
    ∫ x, xcForceDensity h n w x ∂μ = 0 := by
  have key := integral_weighted_force μ hh hn hc (f := fun _ => (1 : ℝ)) contDiff_const w
  simpa using key
```

Take $f=1$. Then $\partial_w f=0$, and so $\int F_w=0$ for every direction $w$. The proof does just this: it inserts the constant weight, and `simpa` simplifies the right-hand side to zero.

The theorem concerns continuous space. On a grid, finite differences obey the chain rule only approximately, and a small net force can remain.

```lean
/-- Zero-force theorem on the line: for a compactly supported density, the integral of `n(x) v'(x)`
with `v(x) = h(n(x))` is zero. -/
theorem zero_force_line {h n : ℝ → ℝ} (hh : ContDiff ℝ 1 h) (hn : ContDiff ℝ 1 n)
    (hc : HasCompactSupport n) :
    ∫ x, n x * deriv (fun y => h (n y)) x = 0 := by
  have key : ∫ x, -(n x * deriv (fun y => h (n y)) x) = 0 :=
    zero_force volume hh hn hc (1 : ℝ)
  rw [integral_neg] at key
  exact neg_eq_zero.mp key
```

On the line, with $w=1$, the statement reads $\int n(x)\,v'(x)\,dx=0$. The argument by hand is short:
$$n\,v'=n\,h'(n)\,n'=\frac{d}{dx}P(n(x)),$$
and the integral of the right-hand side is the difference of $P(n)$ between two points outside the support, which is zero. Lean takes the general theorem and removes the minus sign.

The same argument gives a neighbouring result: $\int g(n)\,v'\,dx=0$ for any continuous $g$, with $\int_0^s g(t)\,h'(t)\,dt$ in place of $P(s)$.

## First moments, torque and virial

```lean
/-- For a compactly supported density, the first moment of the force density, coordinate `i` against
force component `j`, is the integrated pressure for `i = j` and zero otherwise. -/
theorem force_moment {d : ℕ} {h : ℝ → ℝ} {n : (Fin d → ℝ) → ℝ} (hh : ContDiff ℝ 1 h)
    (hn : ContDiff ℝ 1 n) (hc : HasCompactSupport n) (i j : Fin d) :
    ∫ x, x i * xcForceDensity h n (Pi.single j 1) x
      = if i = j then ∫ x, xcPressure h (n x) else 0 := by
  have hd : ∀ x : Fin d → ℝ, fderiv ℝ (fun y : Fin d → ℝ => y i) x (Pi.single j 1)
      = if i = j then 1 else 0 := by
    intro x
    have h1 : HasFDerivAt (fun y : Fin d → ℝ => y i)
        (ContinuousLinearMap.proj (R := ℝ) (φ := fun _ : Fin d => ℝ) i) x :=
      (ContinuousLinearMap.proj (R := ℝ) (φ := fun _ : Fin d => ℝ) i).hasFDerivAt
    rw [h1.fderiv]
    simp [Pi.single_apply]
  rw [integral_weighted_force volume hh hn hc (contDiff_apply ℝ ℝ i) (Pi.single j 1)]
  simp only [hd]
  split_ifs <;> simp
```

Now space is $\mathbb{R}^d$, written `Fin d → ℝ`, with coordinates `x i` numbered from $0$ to $d-1$. The vector `Pi.single j 1` is the unit vector along axis $j$; write $F_j$ for the force density in that direction. The weight $f=x_i$ has $\partial_j x_i=\delta_{ij}$, which is `hd`, so
$$\int x_i F_j=\delta_{ij}\int P(n).$$

```lean
/-- Zero-torque theorem: in every coordinate plane the total torque of the local potential on a
compactly supported density vanishes. -/
theorem zero_torque {d : ℕ} {h : ℝ → ℝ} {n : (Fin d → ℝ) → ℝ} (hh : ContDiff ℝ 1 h)
    (hn : ContDiff ℝ 1 n) (hc : HasCompactSupport n) (i j : Fin d) :
    ∫ x, (x i * xcForceDensity h n (Pi.single j 1) x
      - x j * xcForceDensity h n (Pi.single i 1) x) = 0 := by
  rw [integral_sub
    (integrable_weighted_force volume hh hn hc (continuous_apply i) _)
    (integrable_weighted_force volume hh hn hc (continuous_apply j) _),
    force_moment hh hn hc, force_moment hh hn hc]
  simp only [eq_comm (a := j) (b := i), sub_self]
```

Subtracting the moment with $i$ and $j$ exchanged gives
$$\int (x_iF_j-x_jF_i)=(\delta_{ij}-\delta_{ji})\int P(n)=0.$$
For $d=3$ these are the components of the total torque. The rewrite `integral_sub` splits the integral, which is allowed because both parts are integrable.

```lean
/-- Virial relation for a compactly supported density: the integral of position dotted with the
force density is the dimension times the integrated pressure. -/
theorem virial {d : ℕ} {h : ℝ → ℝ} {n : (Fin d → ℝ) → ℝ} (hh : ContDiff ℝ 1 h)
    (hn : ContDiff ℝ 1 n) (hc : HasCompactSupport n) :
    ∫ x, ∑ i, x i * xcForceDensity h n (Pi.single i 1) x
      = d * ∫ x, xcPressure h (n x) := by
  rw [integral_finsetSum Finset.univ (fun i _ =>
    integrable_weighted_force volume hh hn hc (continuous_apply i) _)]
  simp [force_moment hh hn hc]

end

end LocalDensityZeroForce
```

Setting $j=i$ and summing over $i$ gives the virial relation
$$\int \sum_i x_iF_i=d\int P(n).$$
Lean exchanges the finite sum with the integral and inserts the first moments. With $P=n v-e$, the relation becomes
$$-\int n\,x\cdot\nabla v=d\int (n v-e(n)),$$
which can serve as a check on an LDA implementation for densities and potentials of this class.

```lean
#print axioms LocalDensityZeroForce.zero_force
#print axioms LocalDensityZeroForce.zero_force_line
#print axioms LocalDensityZeroForce.zero_torque
#print axioms LocalDensityZeroForce.virial
```

```
'LocalDensityZeroForce.zero_force' depends on axioms: [propext, Classical.choice, Quot.sound]
'LocalDensityZeroForce.zero_force_line' depends on axioms: [propext, Classical.choice, Quot.sound]
'LocalDensityZeroForce.zero_torque' depends on axioms: [propext, Classical.choice, Quot.sound]
'LocalDensityZeroForce.virial' depends on axioms: [propext, Classical.choice, Quot.sound]
```
